# The tent line shape of a linearly interpolated mesh triangle (Alderman-Solum-Grant)

## Definitions and conventions

```lean
import Mathlib

open MeasureTheory Set

namespace PowderTent

noncomputable section
```

One triangular face of a mesh of crystallite orientations is parametrised by \((s,t)\) in the reference triangle \(T=\{s\ge 0,\ t\ge 0,\ s+t\le 1\}\), which has area \(1/2\). A Lean point `p` has `p.1` \(=s\) and `p.2` \(=t\).

```lean
/-- The reference triangle `s, t ≥ 0`, `s + t ≤ 1` parametrising one face of the mesh. -/
def triangle : Set (ℝ × ℝ) := {p | 0 ≤ p.1 ∧ 0 ≤ p.2 ∧ p.1 + p.2 ≤ 1}
```

The resonance frequencies at the corners \((0,0)\), \((1,0)\), \((0,1)\) are real numbers \(a\), \(b\), \(c\), and inside the face the frequency is the linear interpolant \(\nu(s,t)=a+s(b-a)+t(c-a)\).

```lean
/-- The frequency interpolated linearly between the vertex frequencies `a`, `b`, `c`. -/
def freq (a b c : ℝ) (p : ℝ × ℝ) : ℝ := a + p.1 * (b - a) + p.2 * (c - a)
```

With the peak height \(A=2/(c-a)\), the tent \(\tau(x)\) equals \(A\,(x-a)/(b-a)\) on \([a,b]\), \(A\,(c-x)/(c-b)\) on \([b,c]\), and zero elsewhere.

```lean
/-- The tent line shape: for `a < b < c`, linear from `0` at `a` to `2/(c-a)` at `b`, linear down to `0` at `c`,
and zero elsewhere. -/
def tent (a b c x : ℝ) : ℝ :=
  if a ≤ x ∧ x ≤ b then 2 / (c - a) * ((x - a) / (b - a))
  else if b ≤ x ∧ x ≤ c then 2 / (c - a) * ((c - x) / (c - b))
  else 0
```

For a function \(K\), the second divided difference is
\[
K[a,b,c]=\frac{1}{c-a}\left(\frac{K(c)-K(b)}{c-b}-\frac{K(b)-K(a)}{b-a}\right).
\]

```lean
/-- The second divided difference of `K` at the points `a`, `b`, `c`. -/
def divDiff (K : ℝ → ℝ) (a b c : ℝ) : ℝ :=
  ((K c - K b) / (c - b) - (K b - K a) / (b - a)) / (c - a)
```

The main theorem states that for \(a<b<c\) and continuous \(h:\mathbb R\to\mathbb R\),
\[
2\int_T h(\nu(s,t))\,ds\,dt=\int_{\mathbb R}h(x)\,\tau(x)\,dx .
\]
Both sides are Lebesgue integrals. The factor 2 makes the left side the average of \(h(\nu)\) over the face with uniform weight in \((s,t)\), so \(\tau\) is the normalised distribution of frequencies on the face. In a powder simulation on a triangulated mesh, a face with three distinct corner frequencies therefore contributes a tent, within the approximation of linear frequency and uniform weight across that face. The name Alderman-Solum-Grant refers to a whole averaging scheme. The theorem below is its single-face identity, and the mesh, the solid-angle weights, the sum over faces and the interpolation error do not enter.

## Continuity of \(h\)

The function \(h\) is the quantity averaged over frequency: a Gaussian or Lorentzian broadening profile centred at an observation frequency, a cosine or sine for the time-domain signal, or a power \(x^n\). All of these are continuous.

By hand, continuity first justifies slicing the triangle. For a continuous \(F\) on the plane, the slice of \(T\) at fixed \(s\in[0,1]\) is \(0\le t\le 1-s\), and
\[
\int_T F=\int_0^1 ds\int_0^{1-s}dt\,F(s,t).
\]
In `triangle_iterated` the hypothesis `hF` is used once, in `hI`: \(F\) is integrable on the compact unit square, hence on \(T\) (`hi`). That integrability is what `integral_prod`, the Fubini theorem, requires. The step `slice` identifies the slices and shows that they are empty for \(s\notin[0,1]\).

```lean
/-- The integral of a continuous function over the triangle is an iterated integral. -/
theorem triangle_iterated (F : ℝ × ℝ → ℝ) (hF : Continuous F) :
    ∫ p in triangle, F p = ∫ s in (0:ℝ)..1, ∫ t in (0:ℝ)..(1 - s), F (s, t) := by
  have c1 : IsClosed {p : ℝ × ℝ | 0 ≤ p.1} := isClosed_le (by fun_prop) (by fun_prop)
  have c2 : IsClosed {p : ℝ × ℝ | 0 ≤ p.2} := isClosed_le (by fun_prop) (by fun_prop)
  have c3 : IsClosed {p : ℝ × ℝ | p.1 + p.2 ≤ 1} := isClosed_le (by fun_prop) (by fun_prop)
  have hc : IsClosed triangle := c1.inter (c2.inter c3)
  have hm : MeasurableSet triangle := hc.measurableSet
  have hI : IntegrableOn F (Icc ((0:ℝ), (0:ℝ)) (1, 1)) volume :=
    hF.continuousOn.integrableOn_compact isCompact_Icc
  have hi : IntegrableOn F triangle volume := hI.mono_set (by
    intro p hp
    obtain ⟨h1, h2, h3⟩ := hp
    exact ⟨⟨h1, h2⟩, ⟨show p.1 ≤ 1 by linarith, show p.2 ≤ 1 by linarith⟩⟩)
  have hi' : Integrable (indicator triangle F) (volume.prod volume) :=
    (integrable_indicator_iff hm).2 hi
  -- the slice at fixed `s` is `[0, 1 - s]` for `s ∈ [0, 1]` and empty otherwise
  have slice : ∀ s : ℝ, ∫ t, indicator triangle F (s, t)
      = indicator (Icc (0:ℝ) 1) (fun s => ∫ t in (0:ℝ)..(1 - s), F (s, t)) s := by
    intro s
    by_cases hs : s ∈ Icc (0:ℝ) 1
    · rw [indicator_of_mem hs,
        intervalIntegral.integral_of_le (by linarith [hs.2] : (0:ℝ) ≤ 1 - s),
        ← integral_Icc_eq_integral_Ioc, ← integral_indicator measurableSet_Icc]
      congr 1
      funext t
      by_cases ht : t ∈ Icc (0:ℝ) (1 - s)
      · have h3 : s + t ≤ 1 := by linarith [ht.2]
        have hy : (s, t) ∈ triangle := ⟨hs.1, ht.1, h3⟩
        rw [indicator_of_mem ht, indicator_of_mem hy]
      · have hn : (s, t) ∉ triangle := by
          rintro ⟨_, h2, h3⟩
          have h3' : s + t ≤ 1 := h3
          exact ht ⟨h2, by linarith⟩
        rw [indicator_of_notMem ht, indicator_of_notMem hn]
    · have hz : ∀ t, indicator triangle F (s, t) = 0 := by
        intro t
        have hn : (s, t) ∉ triangle := by
          rintro ⟨h1, h2, h3⟩
          have h2' : 0 ≤ t := h2
          have h3' : s + t ≤ 1 := h3
          exact hs ⟨h1, by linarith⟩
        exact indicator_of_notMem hn _
      rw [indicator_of_notMem hs]
      simp only [hz, integral_zero]
  calc ∫ p in triangle, F p
      = ∫ p, indicator triangle F p ∂(volume.prod volume) := (integral_indicator hm).symm
    _ = ∫ s, ∫ t, indicator triangle F (s, t) := integral_prod _ hi'
    _ = ∫ s, indicator (Icc (0:ℝ) 1) (fun s => ∫ t in (0:ℝ)..(1 - s), F (s, t)) s := by
        simp only [slice]
    _ = _ := by
        rw [integral_indicator measurableSet_Icc, integral_Icc_eq_integral_Ioc,
          intervalIntegral.integral_of_le (by norm_num : (0:ℝ) ≤ 1)]
```

In the later lemmas `hh` makes the one-dimensional integrands that contain \(h\) integrable and gives the continuity of \(h(\nu)\) that `triangle_iterated` asks for, and in the main theorem it also supplies the antiderivatives. With no condition on \(h\) the integrals can diverge, as for \(1/(x-b)^2\), which is singular at the apex of the tent. Continuity is sufficient and stronger than necessary. In particular the indicator function of a frequency bin is not admitted by `hh`.

## Antiderivatives and a nonzero rate

The intermediate lemmas assume functions \(H\) and \(K\) with \(H'=h\) (`hH`) and \(K'=H\) (`hK`) at every point. These have no physical content of their own and serve to evaluate both sides in closed form.

Take a path that starts at frequency \(u\) and changes at rate \(d\), for \(t\) from \(0\) to \(r\). The chain rule gives \(\frac{d}{dt}\,[H(u+td)/d]=h(u+td)\), so
\[
\int_0^r h(u+td)\,dt=\frac{H(u+rd)-H(u)}{d}.
\]
The hypothesis `hd : d ≠ 0` says that the frequency varies along the path. The proof of `integral_affine` uses it in `hder`, where `field_simp` cancels \(d/d\), and then applies the fundamental theorem of calculus as `integral_eq_sub_of_hasDerivAt`. For \(d=0\) the path stays at \(u\), the integral is \(r\,h(u)\), and the quotient is not defined.

```lean
/-- Along a path on which the frequency changes at rate `d ≠ 0`, the integral of a continuous `h = H'` is
the change of `H` divided by `d`. -/
theorem integral_affine {h H : ℝ → ℝ} (hH : ∀ x, HasDerivAt H (h x) x) (hh : Continuous h)
    (u d r : ℝ) (hd : d ≠ 0) :
    ∫ t in (0:ℝ)..r, h (u + t * d) = (H (u + r * d) - H u) / d := by
  have hc : Continuous fun t => h (u + t * d) := by fun_prop
  have hder : ∀ t ∈ uIcc (0:ℝ) r,
      HasDerivAt (fun t => H (u + t * d) / d) (h (u + t * d)) t := by
    intro t _
    have h1 : HasDerivAt (fun t => u + t * d) d t :=
      (((hasDerivAt_id' t).mul_const d).const_add u).congr_deriv (one_mul d)
    have h2 : HasDerivAt (fun t => H (u + t * d)) (h (u + t * d) * d) t :=
      (hH (u + t * d)).comp t h1
    exact (h2.div_const d).congr_deriv (by field_simp)
  rw [intervalIntegral.integral_eq_sub_of_hasDerivAt hder (hc.intervalIntegrable _ _)]
  simp only [zero_mul, add_zero]
  ring
```

## Distinct vertex frequencies

The hypotheses \(a\ne b\), \(b\ne c\), \(a\ne c\) say that the frequency is not constant along any edge. Each is the rate condition for one use of the path formula. The inner integral has \(u=a+s(b-a)\), \(d=c-a\), \(r=1-s\), and ends at \(u+rd=c+s(b-c)\):
\[
\int_0^{1-s}h(\nu)\,dt=\frac{H(c+s(b-c))-H(a+s(b-a))}{c-a}.
\]
The outer integral applies the same formula to \(H=K'\) along the edges \(c\to b\) and \(a\to b\):
\[
\int_0^1 H(c+s(b-c))\,ds=\frac{K(c)-K(b)}{c-b},\qquad \int_0^1 H(a+s(b-a))\,ds=\frac{K(b)-K(a)}{b-a}.
\]
Subtracting and dividing by \(c-a\) gives \(\int_T h(\nu)=K[a,b,c]\).

In `triangle_eq_divDiff`, `hin` is the inner integral and consumes `hac`, `e1` is the edge \(c\to b\) and consumes `hbc`, and `e2` is the edge \(a\to b\) and consumes `hab`. The step `e3` flips the signs of numerator and denominator in the first quotient. Continuity of \(H\) (`hHc`) follows from its differentiability. No ordering is used. When exactly two frequencies coincide, the integral over \(T\) remains well defined but a denominator vanishes; with the corners labelled so that \(a=b\ne c\), the quotient \((K(b)-K(a))/(b-a)\) is replaced by \(K'(a)=H(a)\).

```lean
/-- For distinct vertex frequencies and `K'' = h` with `h` continuous, the integral of `h` of the interpolated
frequency over the triangle is the second divided difference of `K`. -/
theorem triangle_eq_divDiff {h H K : ℝ → ℝ} (hH : ∀ x, HasDerivAt H (h x) x)
    (hK : ∀ x, HasDerivAt K (H x) x) (hh : Continuous h) {a b c : ℝ}
    (hab : a ≠ b) (hbc : b ≠ c) (hac : a ≠ c) :
    ∫ p in triangle, h (freq a b c p) = divDiff K a b c := by
  have hHc : Continuous H := continuous_iff_continuousAt.2 fun x => (hH x).continuousAt
  have n1 : b - c ≠ 0 := sub_ne_zero.2 hbc
  have n2 : c - b ≠ 0 := sub_ne_zero.2 hbc.symm
  have hF : Continuous fun p => h (freq a b c p) := by unfold freq; fun_prop
  -- the `t` integral leaves `H` on the edges `c → b` and `a → b`
  have hin : ∀ s : ℝ, ∫ t in (0:ℝ)..(1 - s), h (freq a b c (s, t))
      = (H (c + s * (b - c)) - H (a + s * (b - a))) / (c - a) := by
    intro s
    have e := integral_affine hH hh (a + s * (b - a)) (c - a) (1 - s) (sub_ne_zero.2 hac.symm)
    rw [show a + s * (b - a) + (1 - s) * (c - a) = c + s * (b - c) by ring] at e
    exact e
  have e1 := integral_affine hK hHc c (b - c) 1 n1
  have e2 := integral_affine hK hHc a (b - a) 1 (sub_ne_zero.2 hab.symm)
  rw [show c + 1 * (b - c) = b by ring] at e1
  rw [show a + 1 * (b - a) = b by ring] at e2
  have e3 : (K b - K c) / (b - c) = (K c - K b) / (c - b) := by
    rw [div_eq_div_iff n1 n2]
    ring
  have i1 : Continuous fun s => H (c + s * (b - c)) := by fun_prop
  have i2 : Continuous fun s => H (a + s * (b - a)) := by fun_prop
  rw [triangle_iterated _ hF]
  simp only [hin]
  rw [intervalIntegral.integral_div, intervalIntegral.integral_sub
    (i1.intervalIntegrable _ _) (i2.intervalIntegrable _ _), e1, e2, e3, divDiff]
```

## The ordering \(a<b<c\)

The ordering fixes the labels: \(a\) is the lowest corner frequency, \(b\) the middle one and \(c\) the highest. It enters on the tent side only.

For constants \(\alpha\) and \(r\), the product rule gives \(\frac{d}{dx}\,\alpha\,[H(x)(x-r)-K(x)]=h(x)\,\alpha\,(x-r)\), so between limits \(p\) and \(q\)
\[
\int_p^q h(x)\,\alpha\,(x-r)\,dx=\alpha\,[H(q)(q-r)-K(q)]-\alpha\,[H(p)(p-r)-K(p)].
\]
Here \(r\) is the zero of the linear weight and \(p\) is a real limit. The lemma `integral_mul_linear` holds for all \(p,q,r,\alpha\), and its `hder` is the product rule.

```lean
/-- Integration by parts of a continuous `h = K''` against the linear weight `α (x - r)`. -/
theorem integral_mul_linear {h H K : ℝ → ℝ} (hH : ∀ x, HasDerivAt H (h x) x)
    (hK : ∀ x, HasDerivAt K (H x) x) (hh : Continuous h) (p q r α : ℝ) :
    ∫ x in p..q, h x * (α * (x - r))
      = α * (H q * (q - r) - K q) - α * (H p * (p - r) - K p) := by
  have hc : Continuous fun x => h x * (α * (x - r)) := by fun_prop
  have hder : ∀ x ∈ uIcc p q,
      HasDerivAt (fun x => α * (H x * (x - r) - K x)) (h x * (α * (x - r))) x := fun x _ =>
    ((((hH x).fun_mul ((hasDerivAt_id' x).sub_const r)).fun_sub (hK x)).const_mul α).congr_deriv
      (by ring)
  exact intervalIntegral.integral_eq_sub_of_hasDerivAt hder (hc.intervalIntegrable _ _)
```

The ordering makes \([a,b]\) and \([b,c]\) adjacent intervals that fill \([a,c]\). On the rising flank \(\alpha=A/(b-a)\) and \(r=a\), and on the falling flank \(\alpha=-A/(c-b)\) and \(r=c\):
\[
\int_a^b h\tau=A\,H(b)-A\,\frac{K(b)-K(a)}{b-a},\qquad \int_b^c h\tau=-A\,H(b)+A\,\frac{K(c)-K(b)}{c-b}.
\]
The terms \(\pm A\,H(b)\) cancel because both flanks reach the height \(A\) at \(b\), and the sum is \(2K[a,b,c]\).

In `tent_eq_divDiff` the ordering is used in three ways. In `rise` and `fall`, `uIcc_of_le` turns the unordered intervals into \([a,b]\) and \([b,c]\), on which the tent equals its linear pieces; the point \(x=b\), which the definition assigns to the first branch, is treated separately. In `whole` it shows that the tent vanishes outside \([a,c]\). Through `n1`, `n2`, `n3` it gives the nonzero denominators, which the closing `field_simp` and `ring` need for the cancellation.

```lean
/-- For `a < b < c` and `K'' = h` with `h` continuous, the integral of `h` times the tent is twice the second
divided difference of `K`. -/
theorem tent_eq_divDiff {h H K : ℝ → ℝ} (hH : ∀ x, HasDerivAt H (h x) x)
    (hK : ∀ x, HasDerivAt K (H x) x) (hh : Continuous h) {a b c : ℝ}
    (hab : a < b) (hbc : b < c) :
    ∫ x, h x * tent a b c x = 2 * divDiff K a b c := by
  have n1 : b - a ≠ 0 := (sub_pos.2 hab).ne'
  have n2 : c - b ≠ 0 := (sub_pos.2 hbc).ne'
  have n3 : c - a ≠ 0 := (sub_pos.2 (hab.trans hbc)).ne'
  have hc : ∀ α r : ℝ, Continuous fun x => h x * (α * (x - r)) := by intro α r; fun_prop
  have rise : EqOn (fun x => h x * tent a b c x)
      (fun x => h x * (2 / (c - a) / (b - a) * (x - a))) (uIcc a b) := by
    intro x hx
    rw [uIcc_of_le hab.le] at hx
    simp only [tent]
    rw [if_pos (show a ≤ x ∧ x ≤ b from hx)]
    ring
  have fall : EqOn (fun x => h x * tent a b c x)
      (fun x => h x * (-(2 / (c - a) / (c - b)) * (x - c))) (uIcc b c) := by
    intro x hx
    rw [uIcc_of_le hbc.le] at hx
    simp only [tent]
    by_cases hx' : a ≤ x ∧ x ≤ b
    · -- at the apex the two flanks agree
      have hxb : x = b := le_antisymm hx'.2 hx.1
      have e : -(2 / (c - a) / (c - b)) * (b - c) = 2 / (c - a) * ((c - b) / (c - b)) := by
        ring
      rw [if_pos hx', hxb, e, div_self n1, div_self n2]
    · rw [if_neg hx', if_pos (show b ≤ x ∧ x ≤ c from hx)]
      ring
  have i1 : IntervalIntegrable (fun x => h x * tent a b c x) volume a b :=
    ContinuousOn.intervalIntegrable (ContinuousOn.congr (hc _ _).continuousOn rise)
  have i2 : IntervalIntegrable (fun x => h x * tent a b c x) volume b c :=
    ContinuousOn.intervalIntegrable (ContinuousOn.congr (hc _ _).continuousOn fall)
  have whole : ∫ x, h x * tent a b c x = ∫ x in a..c, h x * tent a b c x := by
    rw [intervalIntegral.integral_of_le (hab.trans hbc).le, ← integral_Icc_eq_integral_Ioc]
    symm
    apply setIntegral_eq_integral_of_forall_compl_eq_zero
    intro x hx
    have m1 : ¬ (a ≤ x ∧ x ≤ b) := fun m => hx ⟨m.1, by linarith [m.2]⟩
    have m2 : ¬ (b ≤ x ∧ x ≤ c) := fun m => hx ⟨by linarith [m.1], m.2⟩
    simp only [tent, if_neg m1, if_neg m2, mul_zero]
  have e1 := (intervalIntegral.integral_congr (μ := volume) rise).trans
    (integral_mul_linear hH hK hh a b a _)
  have e2 := (intervalIntegral.integral_congr (μ := volume) fall).trans
    (integral_mul_linear hH hK hh b c c _)
  -- the boundary terms `H b` of the two flanks cancel
  rw [whole, ← intervalIntegral.integral_add_adjacent_intervals i1 i2, e1, e2, divDiff]
  field_simp
  ring
```

For unsorted labels the identity fails. Take \(a=0\), \(b=2\), \(c=1\), \(h=1\). The left side is \(1\), while the definition gives \(\tau(x)=x\) on \([0,2]\), with area \(2\). The corner frequencies have to be sorted first. For \(a=b=c\) the left side is \(h(a)\), a single stick, whereas Lean's convention \(2/0=0\) makes `tent` vanish identically.

## The main theorem

Continuity of \(h\) removes the antiderivative hypotheses. Set \(H(u)=\int_a^u h\) and \(K(u)=\int_a^u H\). The first is differentiable with \(H'=h\) because \(h\) is continuous, hence \(H\) is continuous, and so \(K'=H\). In `alderman_solum_grant` these are the two uses of `integral_hasStrictDerivAt`, with `hHc` between them. The strict inequalities supply distinctness through `hab.ne`, `hbc.ne` and `(hab.trans hbc).ne`, and both sides rewrite to \(2K[a,b,c]\).

```lean
/-- Single-face tent identity: for `a < b < c` and continuous `h`, twice the integral
of `h` of the interpolated frequency over the triangle is the integral of `h` times the tent. -/
theorem alderman_solum_grant {h : ℝ → ℝ} (hh : Continuous h) {a b c : ℝ}
    (hab : a < b) (hbc : b < c) :
    2 * (∫ p in triangle, h (freq a b c p)) = ∫ x, h x * tent a b c x := by
  have hH := fun x => (hh.integral_hasStrictDerivAt a x).hasDerivAt
  have hHc : Continuous fun u => ∫ x in a..u, h x :=
    continuous_iff_continuousAt.2 fun x => (hH x).continuousAt
  have hK := fun x => (hHc.integral_hasStrictDerivAt a x).hasDerivAt
  rw [triangle_eq_divDiff hH hK hh hab.ne hbc.ne (hab.trans hbc).ne,
    tent_eq_divDiff hH hK hh hab hbc]
```

## Moments and the narrow-tent limit

The theorem `tent_moments` assumes only \(a<b<c\). It applies `tent_eq_divDiff` with the explicit pairs \((h,K)=(1,\,x^2/2)\), \((x,\,x^3/6)\), \((x^2,\,x^4/12)\), the derivatives being `d2`, `d3`, `d3'`, `d4`. The second divided differences of \(x^2\), \(x^3\), \(x^4\) are \(1\), \(a+b+c\) and \(a^2+b^2+c^2+ab+bc+ca\), so
\[
\int\tau=1,\qquad \int x\,\tau=\frac{a+b+c}{3},\qquad \int x^2\,\tau=\frac{a^2+b^2+c^2+ab+bc+ca}{6}.
\]

For the symmetric case \(a=-w\), \(b=0\), \(c=w\) with \(w>0\), the peak height is \(1/w\), the mean is \(0\) and the second moment is \(w^2/6\). In general, subtracting the squared mean from the second moment gives the variance \([(b-a)^2+(c-b)^2+(c-a)^2]/36\), which tends to zero with \(c-a\) while the area stays \(1\), so the tent narrows to the stick of a face with a single frequency. The variance formula, this limit and the counterexamples above are worked out in the prose and have no Lean statement behind them.

```lean
/-- For `a < b < c` the tent has unit area, first moment `(a+b+c)/3` and second moment
`(a²+b²+c²+ab+bc+ca)/6`. -/
theorem tent_moments {a b c : ℝ} (hab : a < b) (hbc : b < c) :
    ∫ x, tent a b c x = 1 ∧ ∫ x, x * tent a b c x = (a + b + c) / 3 ∧
    ∫ x, x ^ 2 * tent a b c x = (a ^ 2 + b ^ 2 + c ^ 2 + a * b + b * c + c * a) / 6 := by
  have n1 : b - a ≠ 0 := (sub_pos.2 hab).ne'
  have n2 : c - b ≠ 0 := (sub_pos.2 hbc).ne'
  have n3 : c - a ≠ 0 := (sub_pos.2 (hab.trans hbc)).ne'
  have d2 : ∀ x : ℝ, HasDerivAt (fun x : ℝ => x ^ 2 / 2) x x := fun x =>
    ((hasDerivAt_pow 2 x).div_const 2).congr_deriv (by ring1)
  have d3 : ∀ x : ℝ, HasDerivAt (fun x : ℝ => x ^ 3 / 6) (x ^ 2 / 2) x := fun x =>
    ((hasDerivAt_pow 3 x).div_const 6).congr_deriv (by ring1)
  have d3' : ∀ x : ℝ, HasDerivAt (fun x : ℝ => x ^ 3 / 3) (x ^ 2) x := fun x =>
    ((hasDerivAt_pow 3 x).div_const 3).congr_deriv (by ring1)
  have d4 : ∀ x : ℝ, HasDerivAt (fun x : ℝ => x ^ 4 / 12) (x ^ 3 / 3) x := fun x =>
    ((hasDerivAt_pow 4 x).div_const 12).congr_deriv (by ring1)
  have m0 := tent_eq_divDiff (h := fun _ => 1) (H := fun x => x) (fun x => hasDerivAt_id' x) d2
    continuous_const hab hbc
  have m1 := tent_eq_divDiff (h := fun x => x) (H := fun x => x ^ 2 / 2) d2 d3
    continuous_id' hab hbc
  have m2 := tent_eq_divDiff (h := fun x => x ^ 2) (H := fun x => x ^ 3 / 3) d3' d4
    (continuous_pow 2) hab hbc
  simp only [one_mul] at m0
  refine ⟨m0.trans ?_, m1.trans ?_, m2.trans ?_⟩ <;>
    (simp only [divDiff]; field_simp; ring)

end

end PowderTent
```

```lean
#print axioms PowderTent.alderman_solum_grant
#print axioms PowderTent.tent_moments
```

```
'PowderTent.alderman_solum_grant' depends on axioms: [propext, Classical.choice, Quot.sound]
'PowderTent.tent_moments' depends on axioms: [propext, Classical.choice, Quot.sound]
```
